# The sign of the imaginary part of the cluster self-energy in the molecular CPA

Take one orbital with an on-site energy $+v$ or $-v$, $v$ real, each with probability $1/2$, coupled to a medium described by a complex number $w$ with $\gamma = \operatorname{Im} w > 0$. The two propagators are $g_\pm = 1/(w \mp v)$, and their average is $A = w/(w^2 - v^2)$. The self-energy $S$ is the single potential that reproduces the average, $A = 1/(w - S)$:
$$S = w - A^{-1} = \frac{v^2}{w}, \qquad \operatorname{Im} S = -\frac{v^2 \gamma}{|w|^2} \le 0 .$$
The relative deviations from the average are $d_\pm = g_\pm/A - 1 = \pm v/w$, so $\operatorname{Im} S = -\tfrac12 \gamma (|d_+|^2 + |d_-|^2)$. The damping is $\gamma$ times the variance of $g_\pm/A$, and it vanishes only for $v = 0$. The same structure holds for matrices that need not commute.

## The claim

The molecular coherent potential approximation (CPA) embeds a cluster of sites, not a single site, in an effective medium. All matrices are complex and square, indexed by the finitely many orbitals of the cluster, and
$$\operatorname{Im} M = \frac{M - M^\dagger}{2i}$$
is Hermitian for every $M$. The matrix $W$ is the inverse propagator of the cluster in the medium without its random potential. The index $a$ labels finitely many configurations with potentials $V_a$ and probabilities $p_a$. Define
$$G_a = (W - V_a)^{-1}, \quad A = \sum_a p_a G_a, \quad S = W - A^{-1}, \quad D_a = G_a A^{-1} - 1 .$$
Let $\Gamma = \operatorname{Im} W$ be positive definite, $V_a = V_a^\dagger$, $p_a \ge 0$ and $\sum_a p_a = 1$. Then every $W - V_a$ and $A$ are invertible,
$$\operatorname{Im} S = -\sum_a p_a D_a^\dagger \Gamma D_a$$
is negative semidefinite, and $\operatorname{Im} S = 0$ exactly when $V_a = S$ for all $a$ with $p_a \ne 0$.

For non-interacting electrons with Hermitian disorder on a finite cluster, this is the sign that a retarded self-energy must have at a complex energy $z$ in the upper half plane: averaging can add damping and cannot produce gain. Analyticity of the molecular CPA concerns the self-consistent $S(z)$ as a function of $z$. The result here is the algebraic ingredient at one fixed $W$, in which neither $z$ nor the self-consistency condition appears.

## Derivation

1. Suppose $x^\dagger (\operatorname{Im} M) x \ne 0$ for all vectors $x \ne 0$. If $M$ were singular, some $u \ne 0$ would have $Mu = 0$. Then $u^\dagger M u = 0$ and $u^\dagger M^\dagger u = (Mu)^\dagger u = 0$, so $u^\dagger (\operatorname{Im} M) u = 0$, a contradiction. Hence $M$ is invertible.

2. For invertible $M$, the relations $M M^{-1} = 1$ and $(M^{-1})^\dagger M^\dagger = 1$ give $(M^{-1})^\dagger (M - M^\dagger) M^{-1} = (M^{-1})^\dagger - M^{-1}$. Division by $2i$ yields
$$\operatorname{Im} M^{-1} = -(M^{-1})^\dagger (\operatorname{Im} M) M^{-1} .$$

3. For any matrices $B_a$ and any $x$,
$$x^\dagger \Big(\sum_a p_a B_a^\dagger \Gamma B_a\Big) x = \sum_a p_a (B_a x)^\dagger \Gamma (B_a x) .$$
Every term is nonnegative. If the sum is zero, every term is zero, and $p_a \ne 0$ then forces $B_a x = 0$ because $\Gamma$ is positive definite.

4. A Hermitian $V_a$ cancels in $\operatorname{Im}(W - V_a) = \Gamma$. Step 1 gives the existence of $G_a$, and step 2 gives $\operatorname{Im} G_a = -G_a^\dagger \Gamma G_a$. The $p_a$ are real, so $\operatorname{Im} A = -\sum_a p_a G_a^\dagger \Gamma G_a$.

5. Suppose $x^\dagger (\operatorname{Im} A) x = 0$. Some $p_a$ is nonzero because the sum is one, and step 3 gives $G_a x = 0$, so $x = (W - V_a) G_a x = 0$. By step 1, $A$ is invertible.

6. Put $U_a = G_a A^{-1}$, so that $D_a = U_a - 1$ and $\sum_a p_a U_a = A A^{-1} = 1$. Steps 2 and 4 give $\operatorname{Im} A^{-1} = \sum_a p_a U_a^\dagger \Gamma U_a$. Expanding the variance,
$$\sum_a p_a D_a^\dagger \Gamma D_a = \sum_a p_a \big(U_a^\dagger \Gamma U_a - U_a^\dagger \Gamma - \Gamma U_a + \Gamma\big) = \operatorname{Im} A^{-1} - \Gamma - \Gamma + \Gamma .$$
The right side is $-(\Gamma - \operatorname{Im} A^{-1}) = -\operatorname{Im} S$, which is the identity, and step 3 gives its sign.

7. If $\operatorname{Im} S = 0$, step 3 gives $D_a x = 0$ for all $x$ whenever $p_a \ne 0$, so $G_a A^{-1} = 1$. Multiplying by $W - V_a$ from the left gives $A^{-1} = W - V_a$, that is $V_a = S$. Conversely, if $S$ equals such a $V_a$, it is Hermitian.

## Formal development

The finite type `n` indexes the orbitals of the cluster and `ι` the configurations $a$. With `ComplexOrder` open, $0 \le c$ for a complex $c$ means that $c$ is real and nonnegative, the sense in which the expectation values below are compared.

```lean
import Mathlib

open Matrix
open scoped ComplexOrder

namespace MolecularCPA

noncomputable section

variable {n ι : Type*} [Fintype n] [DecidableEq n] [Fintype ι]
```

`Mᴴ` is $M^\dagger$, and `imPart` is the anti-Hermitian part divided by $i$, not the entrywise imaginary part.

```lean
/-- The imaginary part `(M - Mᴴ)/(2i)` of a matrix: its anti-Hermitian part `(M - Mᴴ)/2` divided by `i`. -/
def imPart (M : Matrix n n ℂ) : Matrix n n ℂ := (2 * Complex.I)⁻¹ • (M - Mᴴ)
```

The next four definitions are $G_a$, $A$, $S$ and $D_a$, with real probabilities `p : ι → ℝ` cast to complex scalars. Mathlib sets the inverse of a singular matrix to zero, so these definitions mean what they should only together with the invertibility proved below.

```lean
/-- Propagator `(W - V)⁻¹` of a cluster with potential `V` embedded in the medium `W`. -/
def clusterGreen (W V : Matrix n n ℂ) : Matrix n n ℂ := (W - V)⁻¹

/-- Configurational average `A = ∑ pₐ (W - Vₐ)⁻¹` of the cluster propagators. -/
def avgGreen (W : Matrix n n ℂ) (V : ι → Matrix n n ℂ) (p : ι → ℝ) : Matrix n n ℂ :=
  ∑ a, (p a : ℂ) • clusterGreen W (V a)

/-- Cluster self-energy `S = W - A⁻¹`. -/
def selfEnergy (W : Matrix n n ℂ) (V : ι → Matrix n n ℂ) (p : ι → ℝ) : Matrix n n ℂ :=
  W - (avgGreen W V p)⁻¹

/-- Relative fluctuation `Gₐ A⁻¹ - 1` of a cluster propagator about the average. -/
def fluctuation (W : Matrix n n ℂ) (V : ι → Matrix n n ℂ) (p : ι → ℝ) (a : ι) :
    Matrix n n ℂ :=
  clusterGreen W (V a) * (avgGreen W V p)⁻¹ - 1
```

The expression `star x ⬝ᵥ imPart M *ᵥ x` is $x^\dagger (\operatorname{Im} M) x$; vectors are not normalised, and only signs and zeros are used. For step 1, a vanishing determinant supplies a nonzero null vector, the $u$ above, through `Matrix.exists_mulVec_eq_zero_iff`, and `h2` is $u^\dagger M^\dagger u = 0$.

```lean
/-- A matrix whose imaginary part has nonzero expectation value in every nonzero vector
is invertible. -/
theorem isUnit_of_imPart {M : Matrix n n ℂ}
    (h : ∀ x : n → ℂ, x ≠ 0 → star x ⬝ᵥ imPart M *ᵥ x ≠ 0) : IsUnit M.det := by
  rw [isUnit_iff_ne_zero]
  intro hd
  obtain ⟨v, hv, hM⟩ := Matrix.exists_mulVec_eq_zero_iff.mpr hd
  apply h v hv
  have h2 : star v ⬝ᵥ Mᴴ *ᵥ v = 0 := by
    rw [dotProduct_mulVec, ← star_mulVec, hM]
    simp
  rw [imPart, smul_mulVec, sub_mulVec, dotProduct_smul, dotProduct_sub, hM, h2]
  simp
```

In step 2, `h1` and `h2` are the two inverse relations and `h3` is the product before division by $2i$.

```lean
/-- For invertible `M`, `Im M⁻¹ = -(M⁻¹)ᴴ (Im M) M⁻¹`. -/
theorem imPart_inv {M : Matrix n n ℂ} (h : IsUnit M.det) :
    imPart M⁻¹ = -((M⁻¹)ᴴ * imPart M * M⁻¹) := by
  have h1 : M * M⁻¹ = 1 := mul_nonsing_inv M h
  have h2 : (M⁻¹)ᴴ * Mᴴ = 1 := by rw [← conjTranspose_mul, h1, conjTranspose_one]
  have h3 : (M⁻¹)ᴴ * (M - Mᴴ) * M⁻¹ = (M⁻¹)ᴴ - M⁻¹ := by
    rw [Matrix.mul_sub, Matrix.sub_mul, Matrix.mul_assoc _ M, h1, h2, Matrix.mul_one,
      Matrix.one_mul]
  unfold imPart
  rw [Matrix.mul_smul, Matrix.smul_mul, h3, ← smul_neg, neg_sub]
```

Step 3 takes two lemmas, in which `D` is the arbitrary family $B_a$. The first moves $B_a^\dagger$ onto the bra, term by term, and assumes nothing about `Γ` or `p`.

```lean
omit [DecidableEq n] in
/-- The expectation value of `∑ pₐ Dₐᴴ Γ Dₐ` in `x` is the weighted sum of the expectation
values of `Γ` in the vectors `Dₐ x`. -/
theorem weighted_form (p : ι → ℝ) (Γ : Matrix n n ℂ) (D : ι → Matrix n n ℂ) (x : n → ℂ) :
    star x ⬝ᵥ (∑ a, (p a : ℂ) • ((D a)ᴴ * Γ * D a)) *ᵥ x
      = ∑ a, (p a : ℂ) * (star (D a *ᵥ x) ⬝ᵥ Γ *ᵥ D a *ᵥ x) := by
  rw [sum_mulVec, dotProduct_sum]
  refine Finset.sum_congr rfl fun a _ => ?_
  rw [smul_mulVec, dotProduct_smul, smul_eq_mul, star_mulVec, ← mulVec_mulVec,
    ← mulVec_mulVec, dotProduct_mulVec (star x)]
```

In the second, `hnn` makes each term nonnegative and `h0` makes term $a$ vanish. If $B_a x \ne 0$, `hpos` makes the expectation value positive, so neither factor of the term can be zero.

```lean
/-- For positive definite `Γ` and nonnegative weights, a vanishing expectation value of
`∑ pₐ Dₐᴴ Γ Dₐ` in `x` forces `Dₐ x = 0` for every `a` of nonzero weight. -/
theorem weighted_form_eq_zero {p : ι → ℝ} {Γ : Matrix n n ℂ} (hΓ : Γ.PosDef)
    (hp : ∀ a, 0 ≤ p a) (D : ι → Matrix n n ℂ) (x : n → ℂ)
    (h : star x ⬝ᵥ (∑ a, (p a : ℂ) • ((D a)ᴴ * Γ * D a)) *ᵥ x = 0)
    (a : ι) (ha : p a ≠ 0) : D a *ᵥ x = 0 := by
  rw [weighted_form] at h
  have hnn : ∀ b ∈ (Finset.univ : Finset ι),
      0 ≤ (p b : ℂ) * (star (D b *ᵥ x) ⬝ᵥ Γ *ᵥ D b *ᵥ x) := fun b _ =>
    mul_nonneg (Complex.zero_le_real.mpr (hp b))
      (by apply hΓ.posSemidef.dotProduct_mulVec_nonneg)
  have h0 := (Finset.sum_eq_zero_iff_of_nonneg hnn).mp h a (Finset.mem_univ a)
  by_contra hne
  have hpos : 0 < star (D a *ᵥ x) ⬝ᵥ Γ *ᵥ D a *ᵥ x := by
    apply hΓ.dotProduct_mulVec_pos
    exact hne
  rcases mul_eq_zero.mp h0 with h1 | h1
  · exact ha (Complex.ofReal_eq_zero.mp h1)
  · exact hpos.ne' h1
```

Step 4 for one configuration has `h1` as the cancellation of the Hermitian potential and `hu` as the use of step 1.

```lean
/-- If `Im W` is positive definite and `V` is Hermitian, then `W - V` is invertible and its
inverse `G` has `Im G = -Gᴴ (Im W) G`. -/
theorem cluster_green {W V : Matrix n n ℂ} (hW : (imPart W).PosDef) (hV : V.IsHermitian) :
    IsUnit (W - V).det ∧
      imPart (clusterGreen W V) = -((clusterGreen W V)ᴴ * imPart W * clusterGreen W V) := by
  -- a Hermitian potential drops out of the imaginary part
  have h1 : imPart (W - V) = imPart W := by
    unfold imPart
    rw [conjTranspose_sub, hV.eq]
    congr 1
    abel
  have hu : IsUnit (W - V).det := by
    refine isUnit_of_imPart fun x hx => ?_
    have hpos : 0 < star x ⬝ᵥ imPart W *ᵥ x := by
      apply hW.dotProduct_mulVec_pos
      exact hx
    rw [h1]
    exact hpos.ne'
  refine ⟨hu, ?_⟩
  unfold clusterGreen
  rw [imPart_inv hu, h1]
```

The average needs only that the weights are real, so that `conjTranspose_smul` and `Complex.conj_ofReal` carry them through the adjoint. Neither nonnegativity nor normalisation is a hypothesis here.

```lean
variable {W : Matrix n n ℂ} {V : ι → Matrix n n ℂ} {p : ι → ℝ}

/-- For positive definite `Im W` and Hermitian `Vₐ`, the averaged propagator has
`Im A = -∑ pₐ Gₐᴴ (Im W) Gₐ`. -/
theorem imPart_avgGreen (hW : (imPart W).PosDef) (hV : ∀ a, (V a).IsHermitian) :
    imPart (avgGreen W V p) =
      -∑ a, (p a : ℂ) • ((clusterGreen W (V a))ᴴ * imPart W * clusterGreen W (V a)) := by
  have h : imPart (avgGreen W V p) = ∑ a, (p a : ℂ) • imPart (clusterGreen W (V a)) := by
    unfold imPart avgGreen
    rw [conjTranspose_sum, ← Finset.sum_sub_distrib, Finset.smul_sum]
    refine Finset.sum_congr rfl fun a _ => ?_
    rw [conjTranspose_smul, Complex.star_def, Complex.conj_ofReal]
    module
  rw [h, ← Finset.sum_neg_distrib]
  refine Finset.sum_congr rfl fun a _ => ?_
  rw [(cluster_green hW (hV a)).2, smul_neg]
```

In step 5 the normalisation `hs` serves only to find an $a$ with $p_a \ne 0$; `h0` is $G_a x = 0$ and `h1` is $(W - V_a) G_a x = x$.

```lean
/-- For positive definite `Im W`, Hermitian `Vₐ` and probabilities `pₐ`, the averaged
propagator is invertible. -/
theorem isUnit_avgGreen (hW : (imPart W).PosDef) (hV : ∀ a, (V a).IsHermitian)
    (hp : ∀ a, 0 ≤ p a) (hs : ∑ a, p a = 1) : IsUnit (avgGreen W V p).det := by
  refine isUnit_of_imPart fun x hx h => hx ?_
  rw [imPart_avgGreen hW hV, neg_mulVec, dotProduct_neg, neg_eq_zero] at h
  obtain ⟨a, -, ha⟩ := Finset.exists_ne_zero_of_sum_ne_zero
    (show ∑ a, p a ≠ 0 by rw [hs]; exact one_ne_zero)
  have h0 : clusterGreen W (V a) *ᵥ x = 0 :=
    weighted_form_eq_zero hW hp (fun b => clusterGreen W (V b)) x h a ha
  have h1 : (W - V a) *ᵥ clusterGreen W (V a) *ᵥ x = x := by
    rw [mulVec_mulVec, clusterGreen, mul_nonsing_inv _ (cluster_green hW (hV a)).1, one_mulVec]
  rw [← h1, h0, mulVec_zero]
```

Step 6 isolates the variance formula as `key`, for any family `U` with mean one and any `Γ`. There `e` is the four-term expansion and `hH` is $\sum_a p_a U_a^\dagger = 1$. Then `hsum` is $\sum_a p_a U_a = 1$ for $U_a = G_a A^{-1}$, `h1` is the formula for $\operatorname{Im} A^{-1}$, and `h2` is additivity of `imPart`.

```lean
/-- For positive definite `Im W`, Hermitian `Vₐ` and probabilities `pₐ`,
`Im S = -∑ pₐ Dₐᴴ (Im W) Dₐ` with the relative fluctuations `Dₐ = Gₐ A⁻¹ - 1`. -/
theorem imPart_selfEnergy (hW : (imPart W).PosDef) (hV : ∀ a, (V a).IsHermitian)
    (hp : ∀ a, 0 ≤ p a) (hs : ∑ a, p a = 1) :
    imPart (selfEnergy W V p) =
      -∑ a, (p a : ℂ) • ((fluctuation W V p a)ᴴ * imPart W * fluctuation W V p a) := by
  have hA := isUnit_avgGreen hW hV hp hs
  have hs' : ∑ a, (p a : ℂ) = 1 := by rw [← Complex.ofReal_sum, hs, Complex.ofReal_one]
  -- variance formula for a family with mean one
  have key : ∀ (U : ι → Matrix n n ℂ) (Γ : Matrix n n ℂ), ∑ a, (p a : ℂ) • U a = 1 →
      ∑ a, (p a : ℂ) • ((U a - 1)ᴴ * Γ * (U a - 1))
        = ∑ a, (p a : ℂ) • ((U a)ᴴ * Γ * U a) - Γ := by
    intro U Γ hU
    have hH := congrArg conjTranspose hU
    rw [conjTranspose_sum, conjTranspose_one] at hH
    simp only [conjTranspose_smul, Complex.star_def, Complex.conj_ofReal] at hH
    have e : ∀ a, (p a : ℂ) • ((U a - 1)ᴴ * Γ * (U a - 1)) = (p a : ℂ) • ((U a)ᴴ * Γ * U a)
        - ((p a : ℂ) • (U a)ᴴ) * Γ - Γ * ((p a : ℂ) • U a) + (p a : ℂ) • Γ := by
      intro a
      rw [conjTranspose_sub, conjTranspose_one]
      simp only [Matrix.sub_mul, Matrix.mul_sub, Matrix.one_mul, Matrix.mul_one,
        Matrix.smul_mul, Matrix.mul_smul]
      module
    simp only [e, Finset.sum_add_distrib, Finset.sum_sub_distrib]
    rw [← Matrix.sum_mul, ← Matrix.mul_sum, ← Finset.sum_smul, hU, hH, hs']
    simp only [Matrix.one_mul, Matrix.mul_one, one_smul]
    abel
  have hsum : ∑ a, (p a : ℂ) • (clusterGreen W (V a) * (avgGreen W V p)⁻¹) = 1 := by
    simp_rw [← Matrix.smul_mul]
    rw [← Matrix.sum_mul]
    exact mul_nonsing_inv _ hA
  have h1 : imPart (avgGreen W V p)⁻¹ =
      ∑ a, (p a : ℂ) • ((clusterGreen W (V a) * (avgGreen W V p)⁻¹)ᴴ * imPart W
        * (clusterGreen W (V a) * (avgGreen W V p)⁻¹)) := by
    rw [imPart_inv hA, imPart_avgGreen hW hV, Matrix.mul_neg, Matrix.neg_mul, neg_neg,
      Matrix.mul_sum, Matrix.sum_mul]
    refine Finset.sum_congr rfl fun a _ => ?_
    simp only [conjTranspose_mul, Matrix.mul_smul, Matrix.smul_mul, Matrix.mul_assoc]
  have h2 : ∀ X Y : Matrix n n ℂ, imPart (X - Y) = imPart X - imPart Y := by
    intro X Y
    unfold imPart
    rw [conjTranspose_sub]
    module
  have h3 := key (fun a => clusterGreen W (V a) * (avgGreen W V p)⁻¹) (imPart W) hsum
  rw [selfEnergy, h2, h1]
  unfold fluctuation
  refine Eq.trans ?_ (congrArg Neg.neg h3).symm
  exact (neg_sub _ _).symm
```

The main theorem has four hypotheses. `hW` says that $\operatorname{Im} W$ is positive definite, which fixes the retarded convention; it is assumed of the medium and not derived from a lattice Hamiltonian, and a merely semidefinite $\Gamma$ is not covered. `hV` says that each potential is Hermitian, with off-diagonal elements allowed, which excludes absorbing or complex energy-dependent scatterers. `hp` and `hs` make $p_a$ a probability distribution, with arbitrary correlations between the sites of the cluster and at least one configuration. The conclusion is that each $W - V_a$ is invertible, $A$ is invertible, and $-\operatorname{Im} S$ is Hermitian with nonnegative expectation values. The proof rewrites with the identity, checks that each $D_a^\dagger \Gamma D_a$ is Hermitian, and sums the nonnegative terms of `weighted_form`.

```lean
/-- For positive definite `Im W`, Hermitian cluster potentials and probabilities `pₐ`, each
`W - Vₐ` and the averaged propagator are invertible and `Im S` is negative semidefinite. -/
theorem molecular_cpa_sign (hW : (imPart W).PosDef) (hV : ∀ a, (V a).IsHermitian)
    (hp : ∀ a, 0 ≤ p a) (hs : ∑ a, p a = 1) :
    (∀ a, IsUnit (W - V a)) ∧ IsUnit (avgGreen W V p) ∧
      (-imPart (selfEnergy W V p)).PosSemidef := by
  refine ⟨fun a => (isUnit_iff_isUnit_det _).mpr (cluster_green hW (hV a)).1,
    (isUnit_iff_isUnit_det _).mpr (isUnit_avgGreen hW hV hp hs), ?_⟩
  rw [imPart_selfEnergy hW hV hp hs, neg_neg]
  refine PosSemidef.of_dotProduct_mulVec_nonneg ?_ fun x => ?_
  · unfold Matrix.IsHermitian
    rw [conjTranspose_sum]
    refine Finset.sum_congr rfl fun a _ => ?_
    rw [conjTranspose_smul, Complex.star_def, Complex.conj_ofReal, conjTranspose_mul,
      conjTranspose_mul, conjTranspose_conjTranspose, hW.isHermitian.eq, Matrix.mul_assoc]
  · rw [weighted_form p (imPart W) (fluctuation W V p) x]
    exact Finset.sum_nonneg fun b _ => mul_nonneg (Complex.zero_le_real.mpr (hp b))
      (by apply hW.posSemidef.dotProduct_mulVec_nonneg)
```

The last theorem is step 7. Taking $x$ as the basis vector `Pi.single j 1` shows that column `j` of $D_a$ vanishes, which gives `hD`, and `h2` becomes $W - V_a = A^{-1}$. With a single configuration the identity $D_a = 0$ holds at once and $S = V_a$.

```lean
/-- Under the same conditions `Im S` vanishes exactly when every cluster potential of
nonzero probability equals `S`. -/
theorem imPart_selfEnergy_eq_zero_iff (hW : (imPart W).PosDef)
    (hV : ∀ a, (V a).IsHermitian) (hp : ∀ a, 0 ≤ p a) (hs : ∑ a, p a = 1) :
    imPart (selfEnergy W V p) = 0 ↔ ∀ a, p a ≠ 0 → V a = selfEnergy W V p := by
  constructor
  · intro h a ha
    rw [imPart_selfEnergy hW hV hp hs, neg_eq_zero] at h
    -- zero variance: the fluctuation of configuration `a` vanishes
    have hD : fluctuation W V p a = 0 := by
      ext i j
      have h0 := weighted_form_eq_zero hW hp (fluctuation W V p) (Pi.single j 1)
        (by rw [h, zero_mulVec, dotProduct_zero]) a ha
      simpa [mulVec, dotProduct, Pi.single_apply] using congrFun h0 i
    have h1 : clusterGreen W (V a) * (avgGreen W V p)⁻¹ = 1 := sub_eq_zero.mp hD
    have h2 : (W - V a) * (clusterGreen W (V a) * (avgGreen W V p)⁻¹)
        = (avgGreen W V p)⁻¹ := by
      rw [← Matrix.mul_assoc, clusterGreen, mul_nonsing_inv _ (cluster_green hW (hV a)).1,
        Matrix.one_mul]
    rw [h1, Matrix.mul_one] at h2
    rw [selfEnergy, ← h2]
    abel
  · intro h
    obtain ⟨a, -, ha⟩ := Finset.exists_ne_zero_of_sum_ne_zero
      (show ∑ a, p a ≠ 0 by rw [hs]; exact one_ne_zero)
    rw [← h a ha, imPart, (hV a).eq, sub_self, smul_zero]

end

end MolecularCPA
```

```lean
#print axioms MolecularCPA.molecular_cpa_sign
#print axioms MolecularCPA.imPart_selfEnergy_eq_zero_iff
```

```
'MolecularCPA.molecular_cpa_sign' depends on axioms: [propext, Classical.choice, Quot.sound]
'MolecularCPA.imPart_selfEnergy_eq_zero_iff' depends on axioms: [propext, Classical.choice, Quot.sound]
```

## The step in a calculation

At each complex energy $z$ a tight-binding code for the molecular CPA can start from a trial self-energy $S_{\text{in}}$, compute the cluster block $\bar G$ of the propagator of the medium, and set $W = \bar G^{-1} + S_{\text{in}}$. It then loops over configurations, inverts $W - V_a$, accumulates $A$, and returns $S = W - A^{-1}$ as the next trial. The theorems cover this second half in exact arithmetic; the construction of $W$, the positivity of its imaginary part and the convergence of the loop were not checked in Lean.

A binary alloy on a cluster of $N$ sites has $2^N$ configurations, and a finite random sample with normalised nonnegative weights satisfies `hp` and `hs` as well as the full enumeration does. A useful diagnostic is to diagonalise $(W - W^\dagger)/(2i)$ and $(S - S^\dagger)/(2i)$. If the first has positive eigenvalues only and the second has a positive eigenvalue beyond rounding, then the weights or the potentials violate the hypotheses, or $S$ was not computed correctly from this $W$. The entrywise imaginary part of the array agrees with $\operatorname{Im} M$ only when $M$ equals its transpose, so the test needs the adjoint.
